# A response error can enter the Raman derivative at first order unless the response is stationary along the nuclear coordinate

## Raman intensity from an approximate response

To lowest order, a vibration is Raman active when some component of the polarizability has a nonzero derivative along its nuclear coordinate \(Q\) at equilibrium. One way to compute that derivative is to solve a linear system for the electronic response to a static field, usually iteratively, so the solution carries a small error. How much of this error reaches the polarizability, and how much reaches its derivative?

Let \(M(Q)\) be the real symmetric electronic Hessian, \(d(Q)\) the perturbation vector and \(x=M^{-1}d\) the response. The diagonal polarizability is \(\alpha=\langle d,x\rangle\), with unit-dependent and spin prefactors left out. A prime denotes a derivative with respect to \(Q\). For a matrix \(A\) and a vector \(b\), define

\[
F(A,b;x)=2\langle b,x\rangle-\langle x,Ax\rangle .
\]

## One functional, two sensitivities

Suppose that \(M\) is symmetric at every coordinate value, that \(M\) and \(d\) are differentiable at \(Q\), and that \(M(Q)\) is invertible. Then, at \(Q\) and for every error vector \(y\),

\[
\begin{aligned}
\alpha' &= F(M',d';x),\\
F(M',d';x+y) &= \alpha'+2\langle d'-M'x,y\rangle-\langle y,M'y\rangle,\\
F(M,d;x+y) &= \alpha-\langle y,My\rangle .
\end{aligned}
\]

The term linear in \(y\) in the second line vanishes for all \(y\) exactly when \(x'=0\). Here \(x'\) is the derivative of the components of \(x\), so a \(Q\)-dependent change of the response parameters can alter both \(x'\) and this term. The value \(F(M,d;x+y)\) in the third line is called the variational polarizability. The plain product \(\langle d,x+y\rangle\) has instead the error \(\langle d,y\rangle\), which is linear in \(y\). The two values agree when the residual \(d-M(x+y)\) is orthogonal to \(x+y\), as it is for a Galerkin solution in a subspace.

In this finite, real, static model with exact \(M'\) and \(d'\), a response that is accurate enough for the variational polarizability may therefore be too inaccurate for the Raman derivative evaluated as \(F(M',d';x+y)\).

In Lean, the finite type `n` labels the response parameters, and `M` and `d` are functions of a real coordinate. The hypothesis `hS` is symmetry at every coordinate value. `hM` and `hd` say that `M'` and `d'` are the entrywise derivatives at `Q`, and `hdet` is invertibility at `Q` alone. The names `response`, `polarizability` and `responseFunctional` stand for \(x\), \(\alpha\) and \(F\).

Invertibility means that the response equation has no zero mode. Positive definiteness is not assumed, so \(-\langle y,My\rangle\) may have either sign. The derivatives \(M'\) and \(d'\) are given data: in an electronic-structure calculation they must include the change of the orbitals with \(Q\). Frequency dependence and off-diagonal tensor components are not treated.

## Differentiating the response equation

By Cramer's formula, the entries of \(M^{-1}\) are ratios of determinants, hence differentiable at \(Q\), where \(\det M\ne0\). By continuity, \(Mx=d\) holds throughout a neighbourhood of \(Q\). Differentiating it gives

\[
M'x+Mx'=d',\qquad x'=M^{-1}(d'-M'x).
\]

The product rule gives \(\alpha'=\langle d',x\rangle+\langle d,x'\rangle\). Symmetry of \(M\) removes \(x'\):

\[
\langle d,x'\rangle=\langle Mx,x'\rangle=\langle x,Mx'\rangle=\langle x,d'\rangle-\langle x,M'x\rangle .
\]

Adding \(\langle d',x\rangle\) yields \(\alpha'=F(M',d';x)\).

## Expanding around the exact response

For symmetric \(A\), \(\langle x,Ay\rangle=\langle y,Ax\rangle=\langle Ax,y\rangle\), so

\[
\begin{aligned}
F(A,b;x+y)&=2\langle b,x\rangle+2\langle b,y\rangle-\langle x,Ax\rangle-2\langle Ax,y\rangle-\langle y,Ay\rangle\\
&=F(A,b;x)+2\langle b-Ax,y\rangle-\langle y,Ay\rangle .
\end{aligned}
\]

Since \(M'\) inherits the symmetry of \(M\), setting \(A=M'\) and \(b=d'\) gives the Raman error. For \(A=M\) and \(b=d\), the residual \(d-Mx\) is zero and \(F(M,d;x)=2\langle d,x\rangle-\langle x,d\rangle=\alpha\).

Now put \(r=d'-M'x\) and scale the error as \(ty\). The derivative of \(F(M',d';x+ty)\) at \(t=0\) is \(2\langle r,y\rangle\). If it vanishes for every \(y\), the choice \(y=r\) gives \(\langle r,r\rangle=0\), so \(r=0\) and \(x'=M^{-1}r=0\). Conversely, \(x'=0\) gives \(r=Mx'=0\).

## Two oscillators at zero coupling

Take

\[
M(q)=\begin{pmatrix}2&q\\q&2\end{pmatrix},\qquad d=\begin{pmatrix}1\\0\end{pmatrix}
\]

at \(q=0\). Then \(x=(1/2,0)\), \(d'=0\), and \(M'\) has ones off the diagonal and zeros on it. The error \(y=(0,t)\) changes the Raman derivative by \(-t\) and the variational polarizability by \(-2t^2\). The exact Raman derivative is zero here, so the error alone produces a signal.

## A non-symmetric matrix breaks the derivative formula

Let \(M=\begin{pmatrix}1&1\\0&1\end{pmatrix}\) for all \(q\), and \(d(q)=(1,q)\). Then \(x(q)=(1-q,q)\) and \(\alpha(q)=1-q+q^2\), so \(\alpha'(0)=-1\). But \(M'=0\), \(d'=(0,1)\) and \(x(0)=(1,0)\) give \(F(M',d';x)=0\). The formula for \(\alpha'\) can thus fail without symmetry of \(M\) at the geometry itself, even when \(M'\) is symmetric.

## The Lean file

```lean
import Mathlib

open Matrix Topology

namespace RamanResponse

noncomputable section

variable {n : Type*} [Fintype n] [DecidableEq n]

/-- The linear response `x = M⁻¹ d` to a perturbation `d`, for an invertible Hessian `M`. -/
def response (M : Matrix n n ℝ) (d : n → ℝ) : n → ℝ := M⁻¹ *ᵥ d

/-- The polarizability `⟨d, M⁻¹ d⟩`, for an invertible Hessian `M`. -/
def polarizability (M : Matrix n n ℝ) (d : n → ℝ) : ℝ := d ⬝ᵥ response M d

/-- The quadratic functional `2⟨b, x⟩ - ⟨x, A x⟩` of a trial response `x`. -/
def responseFunctional (A : Matrix n n ℝ) (b x : n → ℝ) : ℝ :=
  2 * (b ⬝ᵥ x) - x ⬝ᵥ A *ᵥ x

/-- For an invertible Hessian, the response solves the linear response equation `M x = d`. -/
theorem mulVec_response {M : Matrix n n ℝ} (hdet : M.det ≠ 0) (d : n → ℝ) :
    M *ᵥ response M d = d := by
  rw [response, Matrix.mulVec_mulVec, Matrix.mul_nonsing_inv M (isUnit_iff_ne_zero.mpr hdet),
    Matrix.one_mulVec]

/-- For an invertible Hessian, any solution of the response equation is the response. -/
theorem response_eq {M : Matrix n n ℝ} (hdet : M.det ≠ 0) {d x : n → ℝ}
    (h : M *ᵥ x = d) : response M d = x := by
  rw [response, ← h, Matrix.mulVec_mulVec,
    Matrix.nonsing_inv_mul M (isUnit_iff_ne_zero.mpr hdet), Matrix.one_mulVec]

omit [DecidableEq n] in
lemma symm_dot {A : Matrix n n ℝ} (hA : A.IsSymm) (x y : n → ℝ) :
    (A *ᵥ x) ⬝ᵥ y = x ⬝ᵥ A *ᵥ y := by
  rw [Matrix.dotProduct_mulVec, ← Matrix.mulVec_transpose, hA.eq]

omit [DecidableEq n] in
/-- For symmetric `A`, an error `y` in the trial response changes the functional by
`2⟨b - A x, y⟩ - ⟨y, A y⟩`. -/
theorem responseFunctional_add {A : Matrix n n ℝ} (hA : A.IsSymm) (b x y : n → ℝ) :
    responseFunctional A b (x + y) =
      responseFunctional A b x + 2 * ((b - A *ᵥ x) ⬝ᵥ y) - y ⬝ᵥ A *ᵥ y := by
  have h := symm_dot hA x y
  have h2 : y ⬝ᵥ A *ᵥ x = (A *ᵥ x) ⬝ᵥ y := dotProduct_comm _ _
  simp only [responseFunctional, Matrix.mulVec_add, dotProduct_add, add_dotProduct,
    sub_dotProduct]
  linarith

omit [DecidableEq n] in
lemma hasDerivAt_dot {u v : ℝ → n → ℝ} {u' v' : n → ℝ} {Q : ℝ}
    (hu : ∀ i, HasDerivAt (fun q => u q i) (u' i) Q)
    (hv : ∀ i, HasDerivAt (fun q => v q i) (v' i) Q) :
    HasDerivAt (fun q => u q ⬝ᵥ v q) (u' ⬝ᵥ v Q + u Q ⬝ᵥ v') Q := by
  simp only [dotProduct, ← Finset.sum_add_distrib]
  exact HasDerivAt.fun_sum fun i _ => (hu i).mul (hv i)

lemma differentiableAt_det {A : ℝ → Matrix n n ℝ} {Q : ℝ}
    (h : ∀ i j, DifferentiableAt ℝ (fun q => A q i j) Q) :
    DifferentiableAt ℝ (fun q => (A q).det) Q := by
  simp only [Matrix.det_apply']
  refine DifferentiableAt.fun_sum fun σ _ => DifferentiableAt.const_mul ?_ _
  induction (Finset.univ : Finset n) using Finset.induction_on with
  | empty => simp
  | insert a s ha ih =>
    simp only [Finset.prod_insert ha]
    exact (h _ _).mul ih

lemma differentiableAt_inv {A : ℝ → Matrix n n ℝ} {Q : ℝ}
    (h : ∀ i j, DifferentiableAt ℝ (fun q => A q i j) Q) (hdet : (A Q).det ≠ 0) (i j : n) :
    DifferentiableAt ℝ (fun q => (A q)⁻¹ i j) Q := by
  -- Cramer's formula: a ratio of determinants
  simp only [Matrix.inv_def, Ring.inverse_eq_inv', Matrix.smul_apply, smul_eq_mul,
    Matrix.adjugate_apply]
  refine ((differentiableAt_det h).inv hdet).mul (differentiableAt_det fun k l => ?_)
  by_cases hk : k = j
  · subst hk
    simp only [Matrix.updateRow_self]
    exact differentiableAt_const _
  · simpa only [Matrix.updateRow_ne hk] using h k l

variable {M : ℝ → Matrix n n ℝ} {d : ℝ → n → ℝ} {M' : Matrix n n ℝ} {d' : n → ℝ} {Q : ℝ}

/-- Where the Hessian is invertible and `M`, `d` are differentiable, the response has the
derivative `M⁻¹ (d' - M' x)` with respect to the nuclear coordinate. -/
theorem hasDerivAt_response (hM : ∀ i j, HasDerivAt (fun q => M q i j) (M' i j) Q)
    (hd : ∀ i, HasDerivAt (fun q => d q i) (d' i) Q) (hdet : (M Q).det ≠ 0) (i : n) :
    HasDerivAt (fun q => response (M q) (d q) i)
      (response (M Q) (d' - M' *ᵥ response (M Q) (d Q)) i) Q := by
  have hMd := fun i j => (hM i j).differentiableAt
  have hx : ∀ i, DifferentiableAt ℝ (fun q => response (M q) (d q) i) Q := by
    intro i
    have h : DifferentiableAt ℝ (fun q => ∑ j, (M q)⁻¹ i j * d q j) Q :=
      DifferentiableAt.fun_sum fun j _ =>
        (differentiableAt_inv hMd hdet i j).mul (hd j).differentiableAt
    exact h
  have hev : ∀ᶠ q in 𝓝 Q, (M q).det ≠ 0 :=
    (differentiableAt_det hMd).continuousAt.eventually_ne hdet
  -- differentiate the response equation `M x = d`
  have key : M' *ᵥ response (M Q) (d Q) +
      M Q *ᵥ (fun j => deriv (fun q => response (M q) (d q) j) Q) = d' := by
    ext k
    have h1 := hasDerivAt_dot (u := fun q j => M q k j) (u' := M' k)
      (v := fun q => response (M q) (d q)) (fun j => hM k j) (fun j => (hx j).hasDerivAt)
    have h2 := h1.congr_of_eventuallyEq (f₁ := fun q => d q k)
      (hev.mono fun q hq => (congrFun (mulVec_response hq (d q)) k).symm)
    exact h2.unique (hd k)
  rw [response_eq hdet (eq_sub_of_add_eq' key)]
  exact (hx i).hasDerivAt

omit [Fintype n] [DecidableEq n] in
lemma isSymm_deriv (hS : ∀ q, (M q).IsSymm)
    (hM : ∀ i j, HasDerivAt (fun q => M q i j) (M' i j) Q) : M'.IsSymm := by
  refine Matrix.IsSymm.ext fun i j => ?_
  have h := hM j i
  have e : (fun q => M q j i) = fun q => M q i j := funext fun q => (hS q).apply i j
  rw [e] at h
  exact h.unique (hM i j)

/-- For a differentiable symmetric Hessian, invertible at `Q`, and a differentiable `d`, the
polarizability has derivative `2⟨d', x⟩ - ⟨x, M' x⟩`. An error `y` in `x` changes this by
`2⟨d' - M' x, y⟩ - ⟨y, M' y⟩`, but the variational polarizability `2⟨d, x⟩ - ⟨x, M x⟩` only by
`-⟨y, M y⟩`. -/
theorem raman_derivative_and_errors (hS : ∀ q, (M q).IsSymm)
    (hM : ∀ i j, HasDerivAt (fun q => M q i j) (M' i j) Q)
    (hd : ∀ i, HasDerivAt (fun q => d q i) (d' i) Q) (hdet : (M Q).det ≠ 0) :
    let x := response (M Q) (d Q)
    HasDerivAt (fun q => polarizability (M q) (d q)) (responseFunctional M' d' x) Q ∧
    (∀ y, responseFunctional M' d' (x + y) =
      responseFunctional M' d' x + 2 * ((d' - M' *ᵥ x) ⬝ᵥ y) - y ⬝ᵥ M' *ᵥ y) ∧
    ∀ y, responseFunctional (M Q) (d Q) (x + y) =
      polarizability (M Q) (d Q) - y ⬝ᵥ M Q *ᵥ y := by
  intro x
  have hx : M Q *ᵥ x = d Q := mulVec_response hdet (d Q)
  refine ⟨?_, responseFunctional_add (isSymm_deriv hS hM) d' x, fun y => ?_⟩
  · refine (hasDerivAt_dot hd (hasDerivAt_response hM hd hdet)).congr_deriv ?_
    -- symmetry of `M` eliminates the derivative of the response
    have h := symm_dot (hS Q) x (response (M Q) (d' - M' *ᵥ x))
    rw [hx, mulVec_response hdet, dotProduct_sub, dotProduct_comm x d'] at h
    change d' ⬝ᵥ x + d Q ⬝ᵥ response (M Q) (d' - M' *ᵥ x) = 2 * (d' ⬝ᵥ x) - x ⬝ᵥ M' *ᵥ x
    linarith
  · have h : x ⬝ᵥ d Q = d Q ⬝ᵥ x := dotProduct_comm _ _
    rw [responseFunctional_add (hS Q), hx, sub_self, zero_dotProduct, responseFunctional, hx]
    change _ = d Q ⬝ᵥ x - _
    linarith

omit [DecidableEq n] in
lemma hasDerivAt_error {A : Matrix n n ℝ} (hA : A.IsSymm) (b x y : n → ℝ) :
    HasDerivAt (fun t : ℝ => responseFunctional A b (x + t • y))
      (2 * ((b - A *ᵥ x) ⬝ᵥ y)) 0 := by
  have quad : ∀ F c e : ℝ, HasDerivAt (fun t : ℝ => F + t * c - t ^ 2 * e) c 0 := by
    intro F c e
    exact ((((hasDerivAt_id' (0 : ℝ)).mul_const c).const_add F).sub
      (((hasDerivAt_id' (0 : ℝ)).pow 2).mul_const e)).congr_deriv (by simp)
  convert quad (responseFunctional A b x) (2 * ((b - A *ᵥ x) ⬝ᵥ y)) (y ⬝ᵥ A *ᵥ y) using 1
  funext t
  rw [responseFunctional_add hA]
  simp only [Matrix.mulVec_smul, dotProduct_smul, smul_dotProduct, smul_eq_mul]
  ring

/-- For a differentiable symmetric Hessian, invertible at `Q`, and a differentiable `d`, the
first-order error of the Raman derivative vanishes for every error direction `y` exactly when
the response is stationary in the nuclear coordinate. -/
theorem first_order_error_vanishes_iff (hS : ∀ q, (M q).IsSymm)
    (hM : ∀ i j, HasDerivAt (fun q => M q i j) (M' i j) Q)
    (hd : ∀ i, HasDerivAt (fun q => d q i) (d' i) Q) (hdet : (M Q).det ≠ 0) :
    (∀ y, HasDerivAt
      (fun t : ℝ => responseFunctional M' d' (response (M Q) (d Q) + t • y)) 0 0) ↔
    ∀ i, HasDerivAt (fun q => response (M q) (d q) i) 0 Q := by
  have hE := hasDerivAt_error (isSymm_deriv hS hM) d' (response (M Q) (d Q))
  have hR := hasDerivAt_response hM hd hdet
  constructor
  · intro h i
    -- test the error along the residual `d' - M' x` itself
    have h0 := (hE (d' - M' *ᵥ response (M Q) (d Q))).unique (h _)
    have hg : d' - M' *ᵥ response (M Q) (d Q) = 0 :=
      dotProduct_self_eq_zero.mp (by linarith)
    have hi := hR i
    rw [hg, response, Matrix.mulVec_zero] at hi
    exact hi
  · intro h y
    have hz : response (M Q) (d' - M' *ᵥ response (M Q) (d Q)) = 0 :=
      funext fun i => (hR i).unique (h i)
    have hg := mulVec_response hdet (d' - M' *ᵥ response (M Q) (d Q))
    rw [hz, Matrix.mulVec_zero] at hg
    exact (hE y).congr_deriv (by rw [← hg, zero_dotProduct, mul_zero])

/-- The Hessian of two equal oscillators whose coupling is the nuclear coordinate `q`. -/
def coupledHessian (q : ℝ) : Matrix (Fin 2) (Fin 2) ℝ := !![2, q; q, 2]

/-- For two oscillators at zero coupling, with only the first one driven and the drive independent
of the nuclear coordinate, an error `t` in the second response component changes the Raman
derivative by `-t` and the variational polarizability by `-2 t²`. -/
theorem coupled_oscillators_witness (t : ℝ) :
    let x := response (coupledHessian 0) ![1, 0]
    let M' : Matrix (Fin 2) (Fin 2) ℝ := !![0, 1; 1, 0]
    (∀ i j, HasDerivAt (fun q => coupledHessian q i j) (M' i j) 0) ∧
    responseFunctional M' 0 (x + ![0, t]) = responseFunctional M' 0 x - t ∧
    responseFunctional (coupledHessian 0) ![1, 0] (x + ![0, t]) =
      responseFunctional (coupledHessian 0) ![1, 0] x - 2 * t ^ 2 := by
  intro x M'
  have hx : x = ![1 / 2, 0] := by
    refine response_eq ?_ ?_
    · norm_num [coupledHessian, Matrix.det_fin_two]
    · ext i
      fin_cases i <;> simp [coupledHessian, Matrix.mulVec, dotProduct, Fin.sum_univ_two]
  refine ⟨fun i j => ?_, ?_, ?_⟩
  · fin_cases i <;> fin_cases j <;>
      simp [M', coupledHessian, hasDerivAt_id', hasDerivAt_const]
  · rw [hx]
    simp [M', responseFunctional, Matrix.mulVec, dotProduct, Fin.sum_univ_two]
    ring
  · rw [hx]
    simp [responseFunctional, coupledHessian, Matrix.mulVec, dotProduct, Fin.sum_univ_two]
    ring

end

end RamanResponse
```

```lean
#print axioms RamanResponse.raman_derivative_and_errors
#print axioms RamanResponse.first_order_error_vanishes_iff
```

```
'RamanResponse.raman_derivative_and_errors' depends on axioms: [propext, Classical.choice, Quot.sound]
'RamanResponse.first_order_error_vanishes_iff' depends on axioms: [propext, Classical.choice, Quot.sound]
```

## From Cramer's formula to the stationarity criterion

`mulVec_response` and `response_eq` say that the response solves \(Mx=d\) and is its only solution. `symm_dot` moves a symmetric matrix across the dot product, and `responseFunctional_add` uses it for the expansion of \(F\); `linarith` collects the terms.

`hasDerivAt_dot` is the product rule for dot products. `differentiableAt_det` writes the determinant as a sum over permutations and treats each product by induction on its factors. `differentiableAt_inv` then applies Cramer's formula, where one row of the matrix is replaced by a constant unit vector; `by_cases` separates that row from the others.

In `hasDerivAt_response`, `hev` supplies the neighbourhood where \(M\) is invertible. The step `key` differentiates each row of \(Mx=d\) and compares the result with \(d'\) by uniqueness of derivatives. `response_eq` then solves for \(x'\).

`isSymm_deriv` obtains the symmetry of \(M'\), again from uniqueness of derivatives. The theorem `raman_derivative_and_errors` combines the product rule with `symm_dot` to eliminate \(x'\), and takes both error formulas from `responseFunctional_add`.

`hasDerivAt_error` computes the slope \(2\langle r,y\rangle\) at \(t=0\). In `first_order_error_vanishes_iff`, the forward direction inserts \(y=r\) and applies `dotProduct_self_eq_zero`; the reverse direction recovers \(r=0\) from `mulVec_response`. Finally, `coupled_oscillators_witness` finds \(x=(1/2,0)\) through `response_eq`, checks the entries of \(M'\), and evaluates both functionals by `simp` and `ring`.
